# Every symplectic map of n-qubit Pauli labels is realised by at most 4n Pauli rotations

**Q:** To taper qubits from an encoded molecular Hamiltonian, I pick independent, commuting Pauli symmetries and choose a binary symplectic matrix $S$ that sends their labels to those of single-qubit Paulis on different qubits. Then I need a unitary that does the same to the operators. Where are the operators here?

**A:** They come after the labels. A `Label n` is a pair $v=(a,b)$ of bit vectors, the X-part and the Z-part. The form `symp` is $w(v,v')=a\cdot b'+b\cdot a'$ mod 2, and `transvection h` is $T_h(v)=v+w(v,h)h$. In `word`, the last list entry acts first.

In Lean 4 with Mathlib:

```lean
import Mathlib

open Matrix

namespace CliffordGeneration

noncomputable section

/-- Labels of `n`-qubit Pauli strings: the X-part and the Z-part, as bit vectors. -/
abbrev Label (n : ℕ) := (Fin n → ZMod 2) × (Fin n → ZMod 2)

/-- The standard symplectic form `x·z' + z·x'` on Pauli labels. -/
def symp (n : ℕ) : LinearMap.BilinForm (ZMod 2) (Label n) :=
  LinearMap.mk₂ (ZMod 2) (fun u v => u.1 ⬝ᵥ v.2 + u.2 ⬝ᵥ v.1)
    (by intro a b c; simp only [Prod.fst_add, Prod.snd_add, add_dotProduct]; ring)
    (by intro c a b; simp only [Prod.smul_fst, Prod.smul_snd, smul_dotProduct, smul_add])
    (by intro a b c; simp only [Prod.fst_add, Prod.snd_add, dotProduct_add]; ring)
    (by intro c a b; simp only [Prod.smul_fst, Prod.smul_snd, dotProduct_smul, smul_add])

variable {n : ℕ}

/-- The transvection `v ↦ v + w(v,h) h`. -/
def transvection (h : Label n) : Module.End (ZMod 2) (Label n) where
  toFun v := v + symp n v h • h
  map_add' u v := by
    simp only [map_add, LinearMap.add_apply, add_smul]; abel
  map_smul' c v := by
    simp only [map_smul, LinearMap.smul_apply, smul_eq_mul, mul_smul, smul_add, RingHom.id_apply]

/-- The product of the transvections along a list of labels. -/
def word (l : List (Label n)) : Module.End (ZMod 2) (Label n) := (l.map transvection).prod
```

**Q:** Why do transvections preserve $w$?

**A:** Since $w$ is symmetric and $w(h,h)=0$,
$$w(T_hu,T_hv)=w(u,v)+2\,w(u,h)\,w(v,h)=w(u,v).$$
`word_symp` repeats this along the list; its `linear_combination` uses $2=0$. Also, if $w(u,v)=1$, then $T_{u+v}u=u+(u+v)=v$.

```lean
/-- The symplectic form is symmetric. -/
theorem symp_comm (u v : Label n) : symp n u v = symp n v u := by
  change u.1 ⬝ᵥ v.2 + u.2 ⬝ᵥ v.1 = v.1 ⬝ᵥ u.2 + v.2 ⬝ᵥ u.1
  rw [dotProduct_comm u.1, dotProduct_comm u.2, add_comm]

/-- Every label is orthogonal to itself. -/
theorem symp_self (u : Label n) : symp n u u = 0 := by
  change u.1 ⬝ᵥ u.2 + u.2 ⬝ᵥ u.1 = 0
  rw [dotProduct_comm u.2]
  exact CharTwo.add_self_eq_zero _

/-- Products of transvections preserve the symplectic form. -/
theorem word_symp (l : List (Label n)) (u v : Label n) :
    symp n (word l u) (word l v) = symp n u v := by
  induction l with
  | nil => simp [word]
  | cons h l ih =>
    have hw : word (h :: l) = transvection h * word l := by simp [word]
    rw [hw, Module.End.mul_apply, Module.End.mul_apply, ← ih]
    generalize word l u = a
    generalize word l v = b
    change symp n (a + symp n a h • h) (b + symp n b h • h) = _
    simp only [map_add, LinearMap.add_apply, map_smul, LinearMap.smul_apply, smul_eq_mul,
      symp_self, symp_comm h b]
    have h2 : (2 : ZMod 2) = 0 := rfl
    linear_combination (symp n a h * symp n b h) * h2

/-- If `w(u,v) = 1`, the transvection along `u + v` sends `u` to `v`. -/
theorem transvection_swap {u v : Label n} (h : symp n u v = 1) :
    transvection (u + v) u = v := by
  change u + symp n u (u + v) • (u + v) = v
  rw [map_add, symp_self, h, zero_add, one_smul, ← add_assoc, ← two_smul (ZMod 2) u,
    show (2 : ZMod 2) = 0 from rfl, zero_smul, zero_add]
```

**Q:** That moves one label. Each qubit has two basis labels, X and Z.

**A:** Take pairs with $w(u,y)=w(e,f)=1$. First send $u$ to $e$. If $w(u,e)=1$, use $T_{u+e}$. Otherwise find $x$ with $w(u,x)=w(x,e)=1$ and use $T_{x+e}T_{u+x}$. Take $x=f$ if $w(u,f)=1$, or $x=y$ if $w(y,e)=1$; if both vanish, $x=f+y$ works.

Now $y$ has become some $q$ with $w(e,q)=1$. If $w(q,f)=1$, $T_{q+f}$ sends $q$ to $f$. Otherwise go through $q+e$, using $T_{q+e+f}T_e$. Both routes fix $e$, because $w(e,q+f)=w(e,q+e+f)=0$.

A label $z$ orthogonal to $u,y,e,f$ is fixed by the first stage, so $w(z,q)=w(z,y)=0$ and the second stage fixes it too. The `rcases bit` lines are these case splits.

```lean
/-- At most four transvections carry one pair with form value 1 to any other such pair, and their
product fixes every label orthogonal to all four vectors. -/
theorem exists_word_pair {e f u y : Label n} (hef : symp n e f = 1) (huy : symp n u y = 1) :
    ∃ l : List (Label n), l.length ≤ 4 ∧ word l u = e ∧ word l y = f ∧
      ∀ z, symp n z e = 0 → symp n z f = 0 → symp n z u = 0 → symp n z y = 0 →
        word l z = z := by
  have bit : ∀ a : ZMod 2, a = 0 ∨ a = 1 := by decide
  have fix : ∀ h z : Label n, symp n z h = 0 → transvection h z = z := by
    intro h z hz
    change z + symp n z h • h = z
    rw [hz, zero_smul, add_zero]
  have one : ∀ a z : Label n, word [a] z = transvection a z := by
    intro a z; simp [word]
  have two : ∀ a b z : Label n, word [a, b] z = transvection a (transvection b z) := by
    intro a b z; simp [word]
  -- first carry `u` to `e`, through an intermediate label `x` if necessary
  obtain ⟨l, hl, hle, hlz⟩ : ∃ l : List (Label n), l.length ≤ 2 ∧ word l u = e ∧
      ∀ z, symp n z e = 0 → symp n z f = 0 → symp n z u = 0 → symp n z y = 0 →
        word l z = z := by
    rcases bit (symp n u e) with h0 | h1
    · obtain ⟨x, hux, hxe, hx⟩ : ∃ x, symp n u x = 1 ∧ symp n x e = 1 ∧
          ∀ z, symp n z f = 0 → symp n z y = 0 → symp n z x = 0 := by
        rcases bit (symp n u f) with h | h
        · rcases bit (symp n y e) with k | k
          · exact ⟨f + y, by rw [map_add, h, huy, zero_add],
              by rw [map_add, LinearMap.add_apply, symp_comm f e, hef, k, add_zero],
              fun z a b => by rw [map_add, a, b, add_zero]⟩
          · exact ⟨y, huy, k, fun z _ b => b⟩
        · exact ⟨f, h, by rw [symp_comm, hef], fun z a _ => a⟩
      refine ⟨[x + e, u + x], by simp, ?_, fun z a b c d => ?_⟩
      · rw [two, transvection_swap hux, transvection_swap hxe]
      · rw [two, fix (u + x) z (by rw [map_add, c, hx z b d, add_zero]),
          fix (x + e) z (by rw [map_add, a, hx z b d, add_zero])]
    · refine ⟨[u + e], by simp, ?_, fun z a _ c _ => ?_⟩
      · rw [one, transvection_swap h1]
      · rw [one, fix _ z (by rw [map_add, a, c, add_zero])]
  have hey := word_symp l u y
  rw [hle, huy] at hey
  have hzy : ∀ z, word l z = z → symp n z y = 0 → symp n z (word l y) = 0 := by
    intro z h k
    have := word_symp l z y
    rwa [h, k] at this
  -- then carry the image of `y` to `f` while keeping `e` in place
  obtain ⟨m, hm, hme, hmf, hmz⟩ : ∃ m : List (Label n), m.length ≤ 2 ∧ word m e = e ∧
      word m (word l y) = f ∧ ∀ z, symp n z e = 0 → symp n z f = 0 →
        symp n z (word l y) = 0 → word m z = z := by
    generalize word l y = q at hey
    have hqe : symp n q e = 1 := by rw [symp_comm, hey]
    rcases bit (symp n q f) with h | h
    · have h1 : symp n q (q + e) = 1 := by rw [map_add, symp_self, hqe, zero_add]
      have h2 : symp n (q + e) f = 1 := by
        rw [map_add, LinearMap.add_apply, h, hef, zero_add]
      refine ⟨[q + e + f, q + (q + e)], by simp, ?_, ?_, fun z a b c => ?_⟩
      · rw [two, fix (q + (q + e)) e (by simp only [map_add, hey, symp_self]; rfl),
          fix (q + e + f) e (by simp only [map_add, hey, hef, symp_self]; rfl)]
      · rw [two, transvection_swap h1, transvection_swap h2]
      · rw [two, fix (q + (q + e)) z (by simp only [map_add, a, c, add_zero]),
          fix (q + e + f) z (by simp only [map_add, a, b, c, add_zero])]
    · refine ⟨[q + f], by simp, ?_, ?_, fun z _ b c => ?_⟩
      · rw [one, fix _ e (by rw [map_add, hey, hef]; rfl)]
      · rw [one, transvection_swap h]
      · rw [one, fix _ z (by rw [map_add, b, c, add_zero])]
  have app : ∀ z, word (m ++ l) z = word m (word l z) := by intro z; simp [word]
  refine ⟨m ++ l, by rw [List.length_append]; omega, by rw [app, hle, hme],
    by rw [app, hmf], fun z a b c d => ?_⟩
  have hz := hlz z a b c d
  rw [app, hz, hmz z a b (hzy z hz d)]
```

**Q:** And all $n$ qubits?

**A:** Suppose a word $W$ agrees with $S$ on the X and Z labels of the treated qubits. For a new qubit $k$, carry $(WX_k,WZ_k)$ to $(SX_k,SZ_k)$. For a treated basis label $z$, $Wz=Sz$ is orthogonal to all four, since $W$ and $S$ preserve $w$, so it stays put. `Finset.induction_on` runs this step, at four transvections per qubit, and `LinearMap.prod_ext` concludes from agreement on the basis. The converse is `word_symp`.

```lean
/-- A linear map on `n`-qubit Pauli labels preserves the symplectic form if and only if it is a
product of at most `4n` transvections. -/
theorem symplectic_iff_word (S : Module.End (ZMod 2) (Label n)) :
    (∀ u v, symp n (S u) (S v) = symp n u v) ↔
      ∃ l : List (Label n), l.length ≤ 4 * n ∧ S = word l := by
  refine ⟨fun hS => ?_, fun ⟨l, _, h⟩ u v => by rw [h, word_symp]⟩
  let X : Fin n → Label n := fun i => (Pi.single i 1, 0)
  let Z : Fin n → Label n := fun i => (0, Pi.single i 1)
  -- match `S` on the X and Z labels of one qubit after another
  have key : ∀ s : Finset (Fin n), ∃ l : List (Label n), l.length ≤ 4 * s.card ∧
      ∀ i ∈ s, word l (X i) = S (X i) ∧ word l (Z i) = S (Z i) := by
    intro s
    induction s using Finset.induction_on with
    | empty => exact ⟨[], by simp, by simp⟩
    | insert a s ha ih =>
      obtain ⟨l, hl, hls⟩ := ih
      have hXZ : symp n (X a) (Z a) = 1 := by simp [symp, X, Z]
      obtain ⟨m, hm, hmX, hmZ, hmz⟩ := exists_word_pair
        ((hS (X a) (Z a)).trans hXZ) ((word_symp l (X a) (Z a)).trans hXZ)
      have app : ∀ z, word (m ++ l) z = word m (word l z) := by intro z; simp [word]
      have keep : ∀ z, symp n z (X a) = 0 → symp n z (Z a) = 0 → word l z = S z →
          word (m ++ l) z = S z := by
        intro z h1 h2 h
        rw [app, h]
        exact hmz _ (by rw [hS, h1]) (by rw [hS, h2]) (by rw [← h, word_symp, h1])
          (by rw [← h, word_symp, h2])
      refine ⟨m ++ l, ?_, fun i hi => ?_⟩
      · rw [List.length_append, Finset.card_insert_of_notMem ha]; omega
      · rcases Finset.mem_insert.1 hi with rfl | his
        · exact ⟨by rw [app, hmX], by rw [app, hmZ]⟩
        · have hia : i ≠ a := fun h => ha (h ▸ his)
          exact ⟨keep _ (by simp [symp, X]) (by simp [symp, X, Z, hia.symm]) (hls i his).1,
            keep _ (by simp [symp, X, Z, hia.symm]) (by simp [symp, Z]) (hls i his).2⟩
  obtain ⟨l, hl, h⟩ := key Finset.univ
  refine ⟨l, by simpa using hl, ?_⟩
  exact LinearMap.prod_ext
    (LinearMap.pi_ext' fun i => LinearMap.ext_ring (h i (Finset.mem_univ i)).1.symm)
    (LinearMap.pi_ext' fun i => LinearMap.ext_ring (h i (Finset.mem_univ i)).2.symm)
```

**Q:** Are the Pauli strings defined as explicit matrices?

**A:** Yes, as complex matrices indexed by the $2^n$ computational basis states. `pauli v` is $P(v)=Z^bX^a$, times $i$ if $a\cdot b$ is odd. This can differ from the usual string by a sign: the one-qubit label $(1,1)$ gives $-Y$. `rotation h` is $R_h=(1+iP(h))/\sqrt2$, the closed form of $e^{i\pi P(h)/4}$.

```lean
/-- The sign `(-1)^a` of a bit. -/
def sgn (a : ZMod 2) : ℤ := if a = 0 then 1 else -1

/-- The operator `Z^b X^a` on `n` qubits, in the computational basis, for the label `(a, b)`. -/
def zx (v : Label n) : Matrix (Fin n → ZMod 2) (Fin n → ZMod 2) ℂ :=
  Matrix.of fun i j => if j = i + v.1 then (sgn (v.2 ⬝ᵥ i) : ℂ) else 0

/-- The Pauli string with label `(a, b)`: `Z^b X^a`, times `i` when `a·b` is odd. -/
def pauli (v : Label n) : Matrix (Fin n → ZMod 2) (Fin n → ZMod 2) ℂ :=
  (if v.1 ⬝ᵥ v.2 = 0 then (1 : ℂ) else Complex.I) • zx v

/-- The Pauli rotation `exp(iπP/4) = (1 + iP)/√2`, given by its closed form. -/
def rotation (h : Label n) : Matrix (Fin n → ZMod 2) (Fin n → ZMod 2) ℂ :=
  ((Real.sqrt 2 : ℝ) : ℂ)⁻¹ • (1 + Complex.I • pauli h)

/-- The product of the Pauli rotations along a list of labels. -/
def circuit (l : List (Label n)) : Matrix (Fin n → ZMod 2) (Fin n → ZMod 2) ℂ :=
  (l.map rotation).prod
```

**Q:** Then show me that $R_h$ acts as $T_h$.

**A:** Moving $X^a$ past $Z^{b'}$ gives
$$Z^bX^a\,Z^{b'}X^{a'}=(-1)^{b'\cdot a}Z^{b+b'}X^{a+a'}.$$
Both the adjoint and the square of $Z^bX^a$ therefore carry $(-1)^{a\cdot b}$, which the factor $i$ compensates: $P(v)^\dagger=P(v)$ and $P(v)^2=1$.

```lean
/-- The product of two operators `Z^b X^a` is, up to a sign, the one with the summed label. -/
theorem zx_mul (u v : Label n) : zx u * zx v = (sgn (v.2 ⬝ᵥ u.1) : ℂ) • zx (u + v) := by
  have hs : ∀ a b, sgn (a + b) = sgn a * sgn b := by decide
  ext i k
  simp only [Matrix.mul_apply, zx, Matrix.of_apply, Matrix.smul_apply, ite_mul, zero_mul,
    Finset.sum_ite_eq', Finset.mem_univ, if_true, Prod.fst_add, Prod.snd_add, ← add_assoc,
    smul_eq_mul]
  split_ifs
  · rw [dotProduct_add, add_dotProduct, hs, hs]
    push_cast
    ring
  · simp

/-- Pauli strings are Hermitian and square to the identity. -/
theorem pauli_hermitian_sq (v : Label n) : (pauli v)ᴴ = pauli v ∧ pauli v * pauli v = 1 := by
  have bit : ∀ a : ZMod 2, a = 0 ∨ a = 1 := by decide
  have hs : ∀ a b, sgn (a + b) = sgn a * sgn b := by decide
  have haa : ∀ x : Fin n → ZMod 2, x + x = 0 :=
    fun x => funext fun i => CharTwo.add_self_eq_zero (x i)
  constructor
  · ext i j
    simp only [pauli, zx, Matrix.conjTranspose_apply, Matrix.smul_apply, Matrix.of_apply,
      smul_eq_mul]
    by_cases hj : j = i + v.1
    · have hi : i = j + v.1 := by rw [hj, add_assoc, haa, add_zero]
      have hd : v.2 ⬝ᵥ j = v.2 ⬝ᵥ i + v.1 ⬝ᵥ v.2 := by
        rw [hj, dotProduct_add, dotProduct_comm v.2 v.1]
      rw [if_pos hi, if_pos hj, hd, hs]
      rcases bit (v.1 ⬝ᵥ v.2) with h | h <;> rcases bit (v.2 ⬝ᵥ i) with k | k <;>
        simp [h, k, sgn]
    · have hi : ¬ i = j + v.1 := fun h => hj (by rw [h, add_assoc, haa, add_zero])
      simp [hi, hj]
  · have h0 : zx (0 : Label n) = 1 := by
      ext i j
      simp [zx, sgn, Matrix.one_apply, eq_comm]
    have hvv : v + v = 0 := Prod.ext (haa v.1) (haa v.2)
    simp only [pauli, smul_mul_smul_comm, zx_mul, hvv, h0, dotProduct_comm v.2 v.1, smul_smul]
    rcases bit (v.1 ⬝ᵥ v.2) with h | h <;> simp [h, sgn]
```

The same rule gives $P(h)P(v)=(-1)^{w(v,h)}P(v)P(h)$, and $R_hR_h^\dagger=(1+P(h)^2)/2=1$. If the strings commute, conjugation leaves $P(v)$ alone. If they anticommute, $P(v)R_h^\dagger=R_hP(v)$, so
$$R_hP(v)R_h^\dagger=R_h^2P(v)=iP(h)P(v)\propto P(v+h).$$

```lean
/-- A Pauli rotation is unitary, and conjugation by it acts on Pauli labels as the transvection,
up to a scalar. -/
theorem rotation_conj (h v : Label n) : rotation h * (rotation h)ᴴ = 1 ∧
    ∃ ε : ℂ, rotation h * pauli v * (rotation h)ᴴ = ε • pauli (transvection h v) := by
  obtain ⟨hH, hHH⟩ := pauli_hermitian_sq h
  have hr : ((Real.sqrt 2 : ℝ) : ℂ)⁻¹ * ((Real.sqrt 2 : ℝ) : ℂ)⁻¹ = 1 / 2 := by
    have h2 : ((Real.sqrt 2 : ℝ) : ℂ) * ((Real.sqrt 2 : ℝ) : ℂ) = 2 := by
      exact_mod_cast Real.mul_self_sqrt (by norm_num : (0 : ℝ) ≤ 2)
    rw [← mul_inv, h2, one_div]
  have hR : (rotation h)ᴴ = ((Real.sqrt 2 : ℝ) : ℂ)⁻¹ • (1 - Complex.I • pauli h) := by
    simp [rotation, Matrix.conjTranspose_smul, hH, sub_eq_add_neg]
  have hU : rotation h * (rotation h)ᴴ = 1 := by
    rw [hR, rotation, smul_mul_smul_comm, hr]
    simp only [add_mul, mul_sub, one_mul, mul_one, smul_mul_assoc, mul_smul_comm, smul_sub,
      smul_smul, hHH]
    linear_combination (norm := module) (-(1 / 2 : ℂ) * Complex.I_mul_I) •
      (1 : Matrix (Fin n → ZMod 2) (Fin n → ZMod 2) ℂ)
  refine ⟨hU, ?_⟩
  -- Pauli strings commute or anticommute according to the symplectic form
  have hc : pauli h * pauli v = (sgn (symp n v h) : ℂ) • (pauli v * pauli h) := by
    have hd : ∀ x y, sgn x = sgn (y + x) * sgn y := by decide
    have hw : symp n v h = h.2 ⬝ᵥ v.1 + v.2 ⬝ᵥ h.1 := by
      rw [dotProduct_comm h.2]; rfl
    have hk : (sgn (v.2 ⬝ᵥ h.1) : ℂ) = sgn (symp n v h) * sgn (h.2 ⬝ᵥ v.1) := by
      rw [hw]; exact_mod_cast hd (v.2 ⬝ᵥ h.1) (h.2 ⬝ᵥ v.1)
    simp only [pauli, smul_mul_smul_comm, zx_mul, smul_smul]
    rw [add_comm h v, hk]
    congr 1
    ring
  have hT : transvection h v = v + symp n v h • h := rfl
  have bit : ∀ a : ZMod 2, a = 0 ∨ a = 1 := by decide
  rcases bit (symp n v h) with h0 | h1
  · have hc' : pauli h * pauli v = pauli v * pauli h := by simpa [h0, sgn] using hc
    have hcomm : rotation h * pauli v = pauli v * rotation h := by
      simp only [rotation, smul_mul_assoc, mul_smul_comm, add_mul, mul_add, one_mul, mul_one, hc']
    exact ⟨1, by rw [hT, h0, zero_smul, add_zero, hcomm, mul_assoc, hU, mul_one, one_smul]⟩
  · have hc' : pauli v * pauli h = -(pauli h * pauli v) := by
      rw [hc, h1]; simp [sgn]
    have hflip : pauli v * (rotation h)ᴴ = rotation h * pauli v := by
      rw [hR, rotation]
      simp only [smul_mul_assoc, mul_smul_comm, add_mul, mul_sub, one_mul, mul_one, hc',
        smul_neg, sub_neg_eq_add]
    have hRR : rotation h * rotation h = Complex.I • pauli h := by
      rw [rotation, smul_mul_smul_comm, hr]
      simp only [add_mul, mul_add, one_mul, mul_one, smul_mul_assoc, mul_smul_comm, smul_add,
        smul_smul, Complex.I_mul_I, hHH]
      module
    obtain ⟨p, hp⟩ : ∃ p : ℂ, pauli h * pauli v = p • zx (v + h) := by
      simp only [pauli, smul_mul_smul_comm, zx_mul, smul_smul, add_comm h v]
      exact ⟨_, rfl⟩
    obtain ⟨d, hd⟩ : ∃ d : ℂ, zx (v + h) = d • pauli (v + h) := by
      unfold pauli
      split_ifs
      · exact ⟨1, by simp⟩
      · exact ⟨-Complex.I, by simp [smul_smul]⟩
    exact ⟨Complex.I * (p * d), by
      rw [hT, h1, one_smul, mul_assoc, hflip, ← mul_assoc, hRR, smul_mul_assoc, hp, hd,
        smul_smul, smul_smul, mul_assoc]⟩
```

**Q:** So what do I get for my $S$?

**A:** `clifford_generation` assumes only that $S$ is linear and preserves $w$. It gives a unitary product $U$ of at most $4n$ rotations with $UP(v)U^\dagger=\pm P(Sv)$ for every $v$. Induction over the list composes the rotations, leaving $UP(v)U^\dagger=\varepsilon P(Sv)$; squaring gives $\varepsilon^2=1$.

```lean
/-- Every symplectic linear map `S` of Pauli labels is realised by a unitary product of at most
`4n` Pauli rotations, which conjugates each Pauli string `P(v)` to `P(Sv)` or `-P(Sv)`. -/
theorem clifford_generation (S : Module.End (ZMod 2) (Label n))
    (hS : ∀ u v, symp n (S u) (S v) = symp n u v) :
    ∃ l : List (Label n), l.length ≤ 4 * n ∧ circuit l * (circuit l)ᴴ = 1 ∧
      ∀ v, ∃ ε : ℂ, (ε = 1 ∨ ε = -1) ∧
        circuit l * pauli v * (circuit l)ᴴ = ε • pauli (S v) := by
  have key : ∀ l : List (Label n), circuit l * (circuit l)ᴴ = 1 ∧
      ∀ v, ∃ ε : ℂ, circuit l * pauli v * (circuit l)ᴴ = ε • pauli (word l v) := by
    intro l
    induction l with
    | nil => exact ⟨by simp [circuit], fun v => ⟨1, by simp [circuit, word]⟩⟩
    | cons h l ih =>
      obtain ⟨hU, hP⟩ := ih
      have hc : circuit (h :: l) = rotation h * circuit l := by simp [circuit]
      have hw : word (h :: l) = transvection h * word l := by simp [word]
      rw [hc, hw, Matrix.conjTranspose_mul]
      refine ⟨?_, fun v => ?_⟩
      · calc rotation h * circuit l * ((circuit l)ᴴ * (rotation h)ᴴ)
            = rotation h * (circuit l * (circuit l)ᴴ) * (rotation h)ᴴ := by
              simp only [mul_assoc]
          _ = 1 := by rw [hU, mul_one, (rotation_conj h 0).1]
      · obtain ⟨ε, hε⟩ := hP v
        obtain ⟨δ, hδ⟩ := (rotation_conj h (word l v)).2
        refine ⟨ε * δ, ?_⟩
        calc rotation h * circuit l * pauli v * ((circuit l)ᴴ * (rotation h)ᴴ)
            = rotation h * (circuit l * pauli v * (circuit l)ᴴ) * (rotation h)ᴴ := by
              simp only [mul_assoc]
          _ = (ε * δ) • pauli ((transvection h * word l) v) := by
              rw [hε, mul_smul_comm, smul_mul_assoc, hδ, smul_smul, Module.End.mul_apply]
  obtain ⟨l, hl, hSl⟩ := (symplectic_iff_word S).1 hS
  obtain ⟨hU, hP⟩ := key l
  refine ⟨l, hl, hU, fun v => ?_⟩
  obtain ⟨ε, hε⟩ := hP v
  refine ⟨ε, ?_, by rw [hSl, hε]⟩
  -- both Pauli strings square to one, so the scalar is a sign
  have hU' : (circuit l)ᴴ * circuit l = 1 := mul_eq_one_comm.1 hU
  have hsq : (circuit l * pauli v * (circuit l)ᴴ) * (circuit l * pauli v * (circuit l)ᴴ) = 1 := by
    calc _ = circuit l * pauli v * ((circuit l)ᴴ * circuit l) * pauli v * (circuit l)ᴴ := by
          simp only [mul_assoc]
      _ = circuit l * (pauli v * pauli v) * (circuit l)ᴴ := by
          rw [hU', mul_one]; simp only [mul_assoc]
      _ = 1 := by rw [(pauli_hermitian_sq v).2, mul_one, hU]
  rw [hε, smul_mul_smul_comm, (pauli_hermitian_sq _).2] at hsq
  have h00 := congrFun (congrFun hsq 0) 0
  rw [Matrix.smul_apply, Matrix.one_apply_eq, smul_eq_mul, mul_one] at h00
  exact mul_self_eq_one_iff.1 h00

end

end CliffordGeneration
```

```lean
#print axioms CliffordGeneration.clifford_generation
-- 'CliffordGeneration.clifford_generation' depends on axioms: [propext, Classical.choice, Quot.sound]
```

**Q:** Can I prescribe the signs?

**A:** Not through this theorem: it fixes the action on labels and leaves the signs to the circuit. Nor does it show that every Clifford unitary is itself a product of these rotations. The rotations may also act on many qubits at once, so $4n$ doesn't count one- and two-qubit gates.
